# The optical theorem for a Hermitian impurity in a finite-matrix host

The host crystal enters here as one finite complex matrix $G$, its Green function at a single fixed energy, and all that is asked of it is the form of its anti-Hermitian part:

$$G-G^*=-2\pi i\,D,\qquad D=\mathrm{diag}(d_q),\quad d_q\in\mathbb R .$$

The star on a matrix denotes the conjugate transpose. The number $d_q$ is the density of host levels in state $q$ at that energy, and it stands for the openness of the host: an electron scattered into $q$ can leave through the levels available there. The Hermitian part of $G$ is unrestricted.

The impurity is a matrix $V$ over the same states. Its T matrix is any matrix $T$ that solves the Dyson equation $T=V+VGT$, so the definition needs no inverse.

## Forward amplitude and total scattering

If $V$ is Hermitian, then for every state $k$

$$-\operatorname{Im}T_{kk}=\pi\sum_q d_q\,|T_{qk}|^2 .$$

The left side is the forward amplitude's imaginary part with its sign reversed. The right side is the scattering from $k$ into all states $q$, including $q=k$, weighted by the level densities. For $k$ at the chosen energy, multiplying by $2/\hbar$ turns the right side into the golden-rule rate with $T$ in place of $V$.

The identity needs no sign condition on the $d_q$. If all of them are nonnegative, as for a retarded Green function, two more results follow. The forward amplitude obeys the unitarity limit $\pi d_k|T_{kk}|\le 1$, and the scattering matrix $S=1-2\pi i\,\sqrt D\,T\sqrt D$ is unitary.

The name "optical theorem" often refers to a relation between a forward amplitude and a cross-section for plane waves in the continuum. The version here concerns matrix elements of $T$ and involves no incident flux or angular integral.

## Checking a computed T matrix

An impurity or embedding code that solves $(1-VG)T=V$ can compare the two sides of the identity after the solve, for a static one-electron impurity in a finite basis at one energy. A mismatch well above rounding error points to a non-Hermitian $V$, an inaccurate solve, or level densities that do not belong to the $G$ in use.

The last case arises easily with a finite broadening $\eta>0$. For a host that is diagonal in its eigenstates, with energies $\varepsilon_q$ and $G_{qq}=1/(E-\varepsilon_q+i\eta)$, the matching weights are

$$d_q=\frac{1}{\pi}\,\frac{\eta}{(E-\varepsilon_q)^2+\eta^2}.$$

Weights computed with another broadening generally spoil the balance, even when $T$ is correct.

In a localized basis $G-G^*$ is generally not diagonal. The check then takes the matrix form $T-T^*=T^*(G-G^*)T$, which holds for any $G$ when $V$ is Hermitian.

An absorbing potential breaks the balance. Take one state with $G=-i$, $d=1/\pi$ and $V=-i$. The Dyson equation reads $T=-i-T$, so $T=-i/2$. Then $-\operatorname{Im}T=1/2$, while $\pi d|T|^2=1/4$. The missing $1/4$ is the part absorbed by the impurity.

## From the Dyson equation to unitarity

Let $X=1+GT$. It turns a host state at the chosen energy into its scattering state; the algebra below uses all columns of $X$, whether or not their states lie at that energy. The Dyson equation says $VX=T$, and its conjugate transpose says $X^*V^*=T^*$. For any $V$, Hermitian or not,

$$\begin{aligned}
X^*(V-V^*)X&=X^*T-T^*X\\
&=(1+T^*G^*)T-T^*(1+GT)\\
&=T-T^*-T^*(G-G^*)T .
\end{aligned}$$

If $V=V^*$, the left side vanishes and

$$T-T^*=T^*(G-G^*)T .$$

The converse needs an inverse of $X$. First,

$$(1-VG)(1+TG)=1+(T-V-VGT)G=1 .$$

For finite square matrices a right inverse is also a left inverse, so $(1+TG)(1-VG)=1$. Since $(1-VG)T=V$, multiplying by $1+TG$ from the left gives the reversed Dyson equation $T=V+TGV$. With $Y=1-GV$ this yields

$$XY=1+G(T-V-TGV)=1 .$$

If the matrix identity holds, then $X^*(V-V^*)X=0$, and therefore $V-V^*=Y^*X^*(V-V^*)XY=0$. Given the Dyson equation, the full matrix identity is thus equivalent to $V$ being Hermitian.

Now insert $G-G^*=-2\pi i D$ and take the entry $(k,l)$:

$$T_{kl}-\overline{T_{lk}}=-2\pi i\sum_q d_q\,\overline{T_{qk}}\,T_{ql}.$$

For $l=k$ the left side is $2i\operatorname{Im}T_{kk}$ and the sum is $\sum_q d_q|T_{qk}|^2$. Division by $-2i$ gives the optical theorem.

Let all $d_q\ge0$. Keeping only the term $q=k$ gives

$$\pi d_k|T_{kk}|^2\le-\operatorname{Im}T_{kk}\le|T_{kk}| .$$

If $T_{kk}\ne0$, division by $|T_{kk}|$ gives the unitarity limit; if $T_{kk}=0$, the limit is immediate.

For the scattering matrix put $R=\sqrt D$ and $c=2\pi i$, so that $\bar c=-c$ and $S^*=1+cRT^*R$. Then

$$S^*S=1-cR(T-T^*)R-c^2RT^*DTR .$$

The matrix identity reads $T-T^*=-cT^*DT$. The second term is therefore $+c^2RT^*DTR$, which cancels the third and leaves $S^*S=1$.

## The Lean source

```lean
import Mathlib

open Matrix
open scoped Real

namespace ImpurityOpticalTheorem

noncomputable section

variable {n : Type*} [Fintype n] [DecidableEq n]

/-- The Dyson equation `T = V + V G T` for the T matrix of an impurity potential `V`
in a host with Green function `G`. -/
def IsTMatrix (V G T : Matrix n n ℂ) : Prop := T = V + V * G * T

/-- The host Green function has anti-Hermitian part given by the level densities `d q`:
`G - G* = -2πi D` with `D` diagonal. -/
def HasLevelDensity (G : Matrix n n ℂ) (d : n → ℝ) : Prop :=
  G - Gᴴ = (-(2 * (π : ℂ) * Complex.I)) • Matrix.diagonal (fun q => (d q : ℂ))

/-- The scattering matrix `S = 1 - 2πi √D T √D`, for level densities `d q ≥ 0`. -/
def sMatrix (d : n → ℝ) (T : Matrix n n ℂ) : Matrix n n ℂ :=
  1 - (2 * (π : ℂ) * Complex.I) •
    (Matrix.diagonal (fun q => (√(d q) : ℂ)) * T * Matrix.diagonal (fun q => (√(d q) : ℂ)))

/-- The Dyson equation also holds with the factors in reversed order, `T = V + T G V`. -/
theorem dyson_reversed {V G T : Matrix n n ℂ} (h : IsTMatrix V G T) :
    T = V + T * G * V := by
  have h' : T - (V + V * G * T) = 0 := sub_eq_zero.mpr h
  -- `1 + T G` is a right inverse of `1 - V G`, hence also a left inverse
  have h1 : (1 - V * G) * (1 + T * G) = 1 := by
    have e : (1 - V * G) * (1 + T * G) = 1 + (T - (V + V * G * T)) * G := by noncomm_ring
    rw [e, h', zero_mul, add_zero]
  have h2 : (1 + T * G) * (1 - V * G) = 1 := mul_eq_one_comm.mp h1
  calc T = ((1 + T * G) * (1 - V * G)) * T := by rw [h2, one_mul]
    _ = (1 + T * G) * (V + (T - (V + V * G * T))) := by noncomm_ring
    _ = V + T * G * V := by rw [h', add_zero]; noncomm_ring

/-- For any potential, the difference `V - V*`, taken between the scattering states `1 + G T`, is
the mismatch between the two sides of the optical identity. -/
theorem absorption_balance {V G T : Matrix n n ℂ} (h : IsTMatrix V G T) :
    (1 + G * T)ᴴ * (V - Vᴴ) * (1 + G * T) = T - Tᴴ - Tᴴ * (G - Gᴴ) * T := by
  have hX : V * (1 + G * T) = T := by
    have e : V * (1 + G * T) = V + V * G * T := by noncomm_ring
    exact e.trans h.symm
  have hXs : (1 + G * T)ᴴ * Vᴴ = Tᴴ := by rw [← Matrix.conjTranspose_mul, hX]
  have hc : (1 + G * T)ᴴ = 1 + Tᴴ * Gᴴ := by
    rw [Matrix.conjTranspose_add, Matrix.conjTranspose_one, Matrix.conjTranspose_mul]
  rw [mul_sub, sub_mul, mul_assoc _ V, hX, hXs, hc]
  noncomm_ring

/-- The impurity potential is Hermitian exactly when the T matrix obeys the optical identity
`T - T* = T* (G - G*) T`. -/
theorem hermitian_iff_optical {V G T : Matrix n n ℂ} (h : IsTMatrix V G T) :
    V.IsHermitian ↔ T - Tᴴ = Tᴴ * (G - Gᴴ) * T := by
  have k := absorption_balance h
  constructor
  · intro hV
    rw [hV.eq, sub_self, mul_zero, zero_mul] at k
    exact sub_eq_zero.mp k.symm
  · intro e
    rw [sub_eq_zero.mpr e] at k
    -- `1 + G T` has the inverse `1 - G V`
    have hXY : (1 + G * T) * (1 - G * V) = 1 := by
      have e1 : (1 + G * T) * (1 - G * V) = 1 + G * (T - (V + T * G * V)) := by noncomm_ring
      rw [e1, sub_eq_zero.mpr (dyson_reversed h), mul_zero, add_zero]
    have hYX : (1 - G * V)ᴴ * (1 + G * T)ᴴ = 1 := by
      rw [← Matrix.conjTranspose_mul, hXY, Matrix.conjTranspose_one]
    have hz : V - Vᴴ = 0 := by
      calc V - Vᴴ = ((1 - G * V)ᴴ * (1 + G * T)ᴴ) * (V - Vᴴ)
              * ((1 + G * T) * (1 - G * V)) := by rw [hYX, hXY, one_mul, mul_one]
        _ = (1 - G * V)ᴴ * ((1 + G * T)ᴴ * (V - Vᴴ) * (1 + G * T)) * (1 - G * V) := by
            simp only [mul_assoc]
        _ = 0 := by rw [k, mul_zero, zero_mul]
    exact (sub_eq_zero.mp hz).symm

/-- Generalized optical theorem, for any pair of states `k`, `l`. -/
theorem generalized_optical {V G T : Matrix n n ℂ} {d : n → ℝ} (hV : V.IsHermitian)
    (h : IsTMatrix V G T) (hG : HasLevelDensity G d) (k l : n) :
    T k l - star (T l k) =
      -(2 * (π : ℂ) * Complex.I) * ∑ q, (d q : ℂ) * (star (T q k) * T q l) := by
  have e := (hermitian_iff_optical h).mp hV
  rw [hG, Matrix.mul_smul, Matrix.smul_mul] at e
  have e1 := congrFun (congrFun e k) l
  simp only [Matrix.sub_apply, Matrix.smul_apply, Matrix.conjTranspose_apply,
    smul_eq_mul] at e1
  rw [Matrix.mul_apply] at e1
  simp only [Matrix.mul_diagonal, Matrix.conjTranspose_apply] at e1
  rw [e1]
  congr 1
  exact Finset.sum_congr rfl fun q _ => by ring

/-- Optical theorem: for a Hermitian impurity potential, minus the imaginary part of the forward
amplitude `T k k` equals `π` times the sum of `|T q k|²` over all final states, weighted with their
level densities. -/
theorem optical_theorem {V G T : Matrix n n ℂ} {d : n → ℝ} (hV : V.IsHermitian)
    (h : IsTMatrix V G T) (hG : HasLevelDensity G d) (k : n) :
    -(T k k).im = π * ∑ q, d q * ‖T q k‖ ^ 2 := by
  have e := generalized_optical hV h hG k k
  have hs : ∑ q, (d q : ℂ) * (star (T q k) * T q k)
      = ((∑ q, d q * ‖T q k‖ ^ 2 : ℝ) : ℂ) := by
    push_cast
    refine Finset.sum_congr rfl fun q _ => ?_
    rw [Complex.star_def, Complex.conj_mul']
  rw [hs] at e
  generalize (∑ q, d q * ‖T q k‖ ^ 2) = r at e ⊢
  -- compare imaginary parts
  have him := congrArg Complex.im e
  simp at him
  linarith

/-- Unitarity limit: for a Hermitian impurity potential and nonnegative level densities the forward
amplitude obeys `π d_k |T_kk| ≤ 1`. -/
theorem unitarity_limit {V G T : Matrix n n ℂ} {d : n → ℝ} (hV : V.IsHermitian)
    (h : IsTMatrix V G T) (hG : HasLevelDensity G d) (hd : ∀ q, 0 ≤ d q) (k : n) :
    π * d k * ‖T k k‖ ≤ 1 := by
  have ho := optical_theorem hV h hG k
  -- keep only the forward term of the sum
  have h1 : d k * ‖T k k‖ ^ 2 ≤ ∑ q, d q * ‖T q k‖ ^ 2 :=
    Finset.single_le_sum (f := fun q => d q * ‖T q k‖ ^ 2)
      (fun q _ => mul_nonneg (hd q) (sq_nonneg _)) (Finset.mem_univ k)
  have h2 := mul_le_mul_of_nonneg_left h1 Real.pi_pos.le
  have h3 : -(T k k).im ≤ ‖T k k‖ := (neg_le_abs _).trans (Complex.abs_im_le_norm _)
  rcases (norm_nonneg (T k k)).eq_or_lt with h0 | h0
  · rw [← h0, mul_zero]
    exact zero_le_one
  · refine le_of_mul_le_mul_right ?_ h0
    linarith

/-- For a Hermitian impurity potential and nonnegative level densities the scattering matrix
is unitary. -/
theorem sMatrix_unitary {V G T : Matrix n n ℂ} {d : n → ℝ} (hV : V.IsHermitian)
    (h : IsTMatrix V G T) (hG : HasLevelDensity G d) (hd : ∀ q, 0 ≤ d q) :
    sMatrix d T ∈ Matrix.unitaryGroup n ℂ := by
  have e := (hermitian_iff_optical h).mp hV
  rw [hG, Matrix.mul_smul, Matrix.smul_mul] at e
  have hc : star (2 * (π : ℂ) * Complex.I) = -(2 * (π : ℂ) * Complex.I) := by
    apply Complex.ext <;> simp
  have hR : (Matrix.diagonal (fun q => (√(d q) : ℂ)))ᴴ
      = Matrix.diagonal (fun q => (√(d q) : ℂ)) := by
    rw [Matrix.diagonal_conjTranspose]
    exact congrArg Matrix.diagonal (funext fun q => by simp)
  have hRR : Matrix.diagonal (fun q => (√(d q) : ℂ)) * Matrix.diagonal (fun q => (√(d q) : ℂ))
      = Matrix.diagonal (fun q => (d q : ℂ)) := by
    rw [Matrix.diagonal_mul_diagonal]
    exact congrArg Matrix.diagonal
      (funext fun q => by exact_mod_cast Real.mul_self_sqrt (hd q))
  rw [Matrix.mem_unitaryGroup_iff', Matrix.star_eq_conjTranspose, sMatrix]
  generalize Matrix.diagonal (fun q => (√(d q) : ℂ)) = R at hR hRR ⊢
  generalize 2 * (π : ℂ) * Complex.I = c at e hc ⊢
  have hS : (1 - c • (R * T * R))ᴴ = 1 + c • (R * Tᴴ * R) := by
    rw [Matrix.conjTranspose_sub, Matrix.conjTranspose_one, Matrix.conjTranspose_smul,
      Matrix.conjTranspose_mul, Matrix.conjTranspose_mul, hR, hc, neg_smul, sub_neg_eq_add,
      mul_assoc]
  -- expand the product into a term linear in `T - T*` and a quadratic term
  have hx : (1 + c • (R * Tᴴ * R)) * (1 - c • (R * T * R))
      = 1 - c • (R * (T - Tᴴ) * R) - (c * c) • (R * (Tᴴ * (R * R) * T) * R) := by
    simp only [add_mul, mul_sub, sub_mul, mul_one, one_mul, smul_mul_assoc,
      mul_smul_comm, smul_sub, mul_assoc]
    module
  rw [hS, hx, hRR, e]
  simp only [mul_smul_comm, smul_mul_assoc, smul_smul]
  module

/-- Two states coupled by a hopping impurity, in a host with `G = -i` and level density `1/π`
in each state, satisfy all the hypotheses with an explicit T matrix. -/
theorem optical_witness :
    (!![0, 1; 1, 0] : Matrix (Fin 2) (Fin 2) ℂ).IsHermitian ∧
    IsTMatrix !![0, 1; 1, 0] !![-Complex.I, 0; 0, -Complex.I]
      !![-Complex.I / 2, 1 / 2; 1 / 2, -Complex.I / 2] ∧
    HasLevelDensity !![-Complex.I, 0; 0, -Complex.I] (fun _ => 1 / π) ∧
    (0 : ℝ) ≤ 1 / π := by
  have hπ : (π : ℂ) ≠ 0 := by exact_mod_cast Real.pi_ne_zero
  refine ⟨?_, ?_, ?_, by positivity⟩
  · ext i j
    fin_cases i <;> fin_cases j <;> simp
  · unfold IsTMatrix
    ext i j
    fin_cases i <;> fin_cases j <;>
      simp [Complex.ext_iff] <;> norm_num
  · unfold HasLevelDensity
    ext i j
    fin_cases i <;> fin_cases j <;> simp <;>
      linear_combination (2 * Complex.I) * (mul_inv_cancel₀ hπ)

end

end ImpurityOpticalTheorem
```

```lean
#print axioms ImpurityOpticalTheorem.hermitian_iff_optical
#print axioms ImpurityOpticalTheorem.unitarity_limit
#print axioms ImpurityOpticalTheorem.sMatrix_unitary
```

```
'ImpurityOpticalTheorem.hermitian_iff_optical' depends on axioms: [propext, Classical.choice, Quot.sound]
'ImpurityOpticalTheorem.unitarity_limit' depends on axioms: [propext, Classical.choice, Quot.sound]
'ImpurityOpticalTheorem.sMatrix_unitary' depends on axioms: [propext, Classical.choice, Quot.sound]
```

## How the Lean statements and proofs follow the algebra

The type `n` is the finite set of states, and `Matrix n n ℂ` holds $V$, $G$ and $T$. `IsTMatrix V G T` is the Dyson equation, and `HasLevelDensity G d` is the condition on $G-G^*$, with `d : n → ℝ` for the level densities. In Lean `ᴴ` is the conjugate transpose, and `star` on a number is complex conjugation.

Read in words, `optical_theorem` says: if $V$ is Hermitian, $T$ solves the Dyson equation and $G$ has level densities $d$, then the identity holds for every `k`. The nonnegativity hypothesis `hd` appears only in `unitarity_limit` and `sMatrix_unitary`.

The proofs follow the derivation closely:

- `dyson_reversed` obtains the right inverse with `noncomm_ring`, which expands products without commuting the matrices. `mul_eq_one_comm` then makes it a two-sided inverse.
- `absorption_balance` proves the identity for arbitrary $V$. Its facts `hX` and `hXs` are $VX=T$ and $X^*V^*=T^*$.
- `hermitian_iff_optical` sets the left side of that balance to zero in one direction. In the other it removes $X$ with the inverse $1-GV$.
- `generalized_optical` reads off the entry `k l` and writes the matrix product as a sum over `q`.
- `optical_theorem` sets `l` equal to `k`, turns $\overline{T_{qk}}T_{qk}$ into a squared norm and compares imaginary parts.
- `unitarity_limit` selects the forward term with `Finset.single_le_sum` and treats $T_{kk}=0$ separately.
- `sMatrix_unitary` abbreviates $\sqrt D$ and $2\pi i$ as `R` and `c`, expands $S^*S$, and lets `module` cancel the quadratic terms.

`optical_witness` gives a concrete system that meets every hypothesis. Two states are coupled by a hopping impurity, with $G=-i$ and $d=1/\pi$ in each. Every diagonal entry of $T$ is $-i/2$ and every off-diagonal entry is $1/2$, so both sides of the optical theorem equal $1/2$.

## Exact matrices at one energy

The theorems cover every finite set of states, every Hermitian $V$ and every $G$ of the stated form, in exact arithmetic. They give no error bound for a floating-point $T$, and they do not treat the limit of an infinite host or of vanishing broadening.

The existence of $T$ is a hypothesis. By the first step of `dyson_reversed`, a solution can exist only if $1-VG$ is invertible, so an energy at which that matrix is singular is excluded. The level densities are also assumed: the file does not construct $G$ from a host Hamiltonian. The Lorentzian weights and the absorbing one-state example are ordinary algebra added in this note.

A passed check says nothing about whether $V$ describes the right impurity, since any Hermitian $V$ with its own exact $T$ passes. The equivalence with Hermiticity also concerns the full matrix identity, and for two or more states agreement on the diagonal alone is weaker. Inelastic scattering, with phonons for example, would need further channels beyond this static one-electron model.
